# Mean swap acceptance of two independent classical replicas of a two-dimensional harmonic well: $2\min(b_1,b_2)/(b_1+b_2)$

Take two replicas at inverse temperatures $b_1=1$ and $b_2=2$, with independent potential energies $E_1,E_2$ distributed as $e^{-E_1}$ and $2e^{-2E_2}$. A Metropolis swap is accepted with probability $\min(1,e^{E_2-E_1})$. If $E_2\ge E_1$, the swap is certain and the density times the acceptance is $2e^{-E_1-2E_2}$. If $E_1>E_2$, the product is $2e^{-E_1-2E_2}e^{E_2-E_1}=2e^{-2E_1-E_2}$. In both cases the larger inverse temperature multiplies the larger energy. The two regions contribute equally, so with $m$ the smaller and $M$ the larger energy the mean acceptance is
$$2\int_0^\infty dm\int_m^\infty dM\;2e^{-2M-m}=2\int_0^\infty e^{-3m}\,dm=\frac23 .$$

The same mechanism works for any $b_1,b_2>0$.

In Lean 4 with Mathlib:

```lean
import Mathlib

open MeasureTheory Set

namespace HarmonicReplicaExchange

noncomputable section
```

## Energies and the swap rule

In a plane with potential $U=\kappa r^2/2$ and stiffness $\kappa>0$, the area element $2\pi r\,dr=(2\pi/\kappa)\,dU$ is uniform in $U$. For a classical particle whose position has Boltzmann weight $e^{-bU}$, the potential energy, measured from the minimum, therefore has density $be^{-bE}$ at inverse temperature $b=1/(k_BT)$. The code takes this density as its definition.

```lean
/-- Probability density `b exp(-b E)` of the potential energy in a classical two-dimensional
harmonic well at inverse temperature `b > 0`, for energies `E > 0` above the minimum. -/
def energyDensity (b E : ℝ) : ℝ := b * Real.exp (-b * E)
```

Both replicas move in the same well and differ only in temperature, so the swap rule is $\min\bigl(1,e^{(b_1-b_2)(E_1-E_2)}\bigr)$.

```lean
/-- Metropolis probability of accepting a swap between replicas at inverse temperatures
`b1`, `b2` with energies `E1`, `E2`. -/
def swapAcceptance (b1 b2 E1 E2 : ℝ) : ℝ :=
  min 1 (Real.exp ((b1 - b2) * (E1 - E2)))
```

Independence enters as the product of the two densities. The mean is an iterated integral over `Ioi 0`, the energies $E>0$; omitting $E=0$ changes nothing.

```lean
/-- Mean swap acceptance over independent energies of the two replicas. -/
def meanAcceptance (b1 b2 : ℝ) : ℝ :=
  ∫ E1 in Ioi (0 : ℝ), ∫ E2 in Ioi (0 : ℝ),
    energyDensity b1 E1 * energyDensity b2 E2 * swapAcceptance b1 b2 E1 E2
```

One could also start from positions in the plane with Gaussian Boltzmann weights. The exponential energy law would then be a theorem, proved in polar coordinates, and the mean acceptance would be the same.

For $b>0$, the tail of the Boltzmann factor is $\int_a^\infty e^{-bE}\,dE=e^{-ba}/b$.

```lean
/-- The Boltzmann factor integrated over all energies above `a`. -/
theorem integral_boltzmann_tail {b : ℝ} (hb : 0 < b) (a : ℝ) :
    ∫ E in Ioi a, Real.exp (-b * E) = Real.exp (-b * a) / b := by
  rw [integral_exp_mul_Ioi (neg_lt_zero.2 hb) a, neg_div_neg_eq]
```

At $a=0$ this gives $b\cdot(1/b)=1$, so the density is normalised.

```lean
/-- The energy density is normalised. -/
theorem integral_energyDensity {b : ℝ} (hb : 0 < b) :
    ∫ E in Ioi (0 : ℝ), energyDensity b E = 1 := by
  unfold energyDensity
  rw [integral_const_mul, integral_boltzmann_tail hb, mul_zero, Real.exp_zero]
  exact mul_one_div_cancel hb.ne'
```

## The accepted weight depends only on the ordering

Write $x=E_1$ and $y=E_2$. Since $\min(1,e^s)=e^{\min(0,s)}$, the total exponent is
$$\min\bigl(0,(b_1-b_2)(x-y)\bigr)-b_1x-b_2y=\min(-b_1x-b_2y,\;-b_1y-b_2x).$$
The smaller value pairs the larger inverse temperature with the larger energy, so the exponent equals $-\max(b_1,b_2)\max(x,y)-\min(b_1,b_2)\min(x,y)$. The proof checks the four orderings of temperatures and energies; in each, `hs` fixes the sign of $(b_1-b_2)(x-y)$.

```lean
/-- The joint density times the acceptance is a Boltzmann weight in which the larger inverse
temperature multiplies the larger energy. -/
theorem accepted_weight (b1 b2 x y : ℝ) :
    energyDensity b1 x * energyDensity b2 y * swapAcceptance b1 b2 x y =
      b1 * b2 * Real.exp (-(max b1 b2 * max x y) - min b1 b2 * min x y) := by
  have hexp : min 0 ((b1 - b2) * (x - y)) + (-b1 * x + -b2 * y) =
      -(max b1 b2 * max x y) - min b1 b2 * min x y := by
    -- the sign of the exponent depends on the order of temperatures and of energies
    rcases le_total b1 b2 with h | h <;> rcases le_total x y with h' | h'
    · have hs := mul_nonneg (sub_nonneg.2 h) (sub_nonneg.2 h')
      rw [max_eq_right h, min_eq_left h, max_eq_right h', min_eq_left h',
        min_eq_left (by nlinarith : (0 : ℝ) ≤ (b1 - b2) * (x - y))]
      ring
    · have hs := mul_nonneg (sub_nonneg.2 h) (sub_nonneg.2 h')
      rw [max_eq_right h, min_eq_left h, max_eq_left h', min_eq_right h',
        min_eq_right (by nlinarith : (b1 - b2) * (x - y) ≤ (0 : ℝ))]
      ring
    · have hs := mul_nonneg (sub_nonneg.2 h) (sub_nonneg.2 h')
      rw [max_eq_left h, min_eq_right h, max_eq_right h', min_eq_left h',
        min_eq_right (by nlinarith : (b1 - b2) * (x - y) ≤ (0 : ℝ))]
      ring
    · have hs := mul_nonneg (sub_nonneg.2 h) (sub_nonneg.2 h')
      rw [max_eq_left h, min_eq_right h, max_eq_left h', min_eq_right h',
        min_eq_left (by nlinarith : (0 : ℝ) ≤ (b1 - b2) * (x - y))]
      ring
  have hacc : swapAcceptance b1 b2 x y = Real.exp (min 0 ((b1 - b2) * (x - y))) := by
    rw [Real.exp_monotone.map_min, Real.exp_zero, swapAcceptance]
  rw [← hexp, hacc, Real.exp_add, Real.exp_add, energyDensity, energyDensity]
  ring
```

## Integrating over the second energy

For fixed $x\ge0$, the integral over $y$ is split at $x$, where the ordering changes.

```lean
/-- An integral over positive energies splits at any energy `x ≥ 0`. -/
theorem integral_split {f : ℝ → ℝ} {x : ℝ} (hx : 0 ≤ x)
    (h1 : IntegrableOn f (Ioc 0 x)) (h2 : IntegrableOn f (Ioi x)) :
    ∫ y in Ioi (0 : ℝ), f y = (∫ y in Ioc 0 x, f y) + ∫ y in Ioi x, f y := by
  rw [← Ioc_union_Ioi_eq_Ioi hx]
  exact setIntegral_union
    (Set.disjoint_left.2 fun y hy hy' => not_lt_of_ge hy.2 hy') measurableSet_Ioi h1 h2
```

Let $b,B>0$ be the rates multiplying the smaller and the larger energy. The two parts are
$$\int_0^x e^{-Bx-by}\,dy=e^{-Bx}\,\frac{1-e^{-bx}}{b},\qquad \int_x^\infty e^{-bx-By}\,dy=\frac{e^{-(b+B)x}}{B},$$
with sum $\frac1b e^{-Bx}+\bigl(\frac1B-\frac1b\bigr)e^{-(b+B)x}$. In the proof, `e1` and `e2` identify the integrand on each part, and `hs'` obtains the finite integral as a difference of two tails.

```lean
/-- The ordered Boltzmann weight integrated over the energy of the second replica, with the
energy `x` of the first held fixed. -/
theorem integral_ordered_inner {b B x : ℝ} (hb : 0 < b) (hB : 0 < B) (hx : 0 ≤ x) :
    ∫ y in Ioi (0 : ℝ), Real.exp (-(B * max x y) - b * min x y) =
      1 / b * Real.exp (-B * x) + (1 / B - 1 / b) * Real.exp (-(b + B) * x) := by
  have e1 : EqOn (fun y => Real.exp (-B * x) * Real.exp (-b * y))
      (fun y => Real.exp (-(B * max x y) - b * min x y)) (Ioc 0 x) := by
    intro y hy
    dsimp only
    rw [max_eq_left hy.2, min_eq_right hy.2, ← Real.exp_add]
    congr 1
    ring
  have e2 : EqOn (fun y => Real.exp (-b * x) * Real.exp (-B * y))
      (fun y => Real.exp (-(B * max x y) - b * min x y)) (Ioi x) := by
    intro y hy
    have hxy : x ≤ y := le_of_lt hy
    dsimp only
    rw [max_eq_right hxy, min_eq_left hxy, ← Real.exp_add]
    congr 1
    ring
  have i0 : IntegrableOn (fun y => Real.exp (-b * y)) (Ioc 0 x) :=
    (exp_neg_integrableOn_Ioi 0 hb).mono_set Ioc_subset_Ioi_self
  have i1 : IntegrableOn (fun y => Real.exp (-B * x) * Real.exp (-b * y)) (Ioc 0 x) :=
    Integrable.const_mul i0 _
  have i2 : IntegrableOn (fun y => Real.exp (-b * x) * Real.exp (-B * y)) (Ioi x) :=
    Integrable.const_mul (exp_neg_integrableOn_Ioi x hB) _
  -- the integral up to `x` is the difference of two tails
  have hs := integral_split hx i0 (exp_neg_integrableOn_Ioi x hb)
  rw [integral_boltzmann_tail hb, integral_boltzmann_tail hb, mul_zero, Real.exp_zero] at hs
  have hs' : ∫ y in Ioc 0 x, Real.exp (-b * y) = 1 / b - Real.exp (-b * x) / b := by
    linarith
  have hm : Real.exp (-(b + B) * x) = Real.exp (-b * x) * Real.exp (-B * x) := by
    rw [← Real.exp_add]
    congr 1
    ring
  rw [integral_split hx (i1.congr_fun e1 measurableSet_Ioc)
      (i2.congr_fun e2 measurableSet_Ioi),
    ← setIntegral_congr_fun measurableSet_Ioc e1,
    ← setIntegral_congr_fun measurableSet_Ioi e2,
    integral_const_mul, integral_const_mul, hs', integral_boltzmann_tail hB, hm]
  ring
```

## Integrating over the first energy

The remaining integral is
$$\frac1{bB}+\frac{1/B-1/b}{b+B}=\frac{(b+B)+(b-B)}{bB(b+B)}=\frac{2}{B(b+B)} .$$

```lean
/-- The ordered Boltzmann weight integrated over the energies of both replicas. -/
theorem integral_ordered {b B : ℝ} (hb : 0 < b) (hB : 0 < B) :
    ∫ x in Ioi (0 : ℝ), ∫ y in Ioi (0 : ℝ),
      Real.exp (-(B * max x y) - b * min x y) = 2 / (B * (b + B)) := by
  have hbB : 0 < b + B := add_pos hb hB
  rw [setIntegral_congr_fun measurableSet_Ioi
      (fun x hx => integral_ordered_inner hb hB (le_of_lt hx)),
    integral_add (Integrable.const_mul (exp_neg_integrableOn_Ioi 0 hB) _)
      (Integrable.const_mul (exp_neg_integrableOn_Ioi 0 hbB) _),
    integral_const_mul, integral_const_mul, integral_boltzmann_tail hB,
    integral_boltzmann_tail hbB, mul_zero, mul_zero, Real.exp_zero]
  field_simp
  ring
```

Now set $b=\min(b_1,b_2)$ and $B=\max(b_1,b_2)$. Then $b_1b_2=bB$ and $b_1+b_2=b+B$, so multiplying by the prefactor $b_1b_2$ gives $2b/(b+B)$. The theorem states this for all positive `b1` and `b2`, in either order. The two wells in its docstring are the same potential at two temperatures.

```lean
/-- The mean swap acceptance between two harmonic wells in two dimensions is
`2 min(b1, b2) / (b1 + b2)`. -/
theorem meanAcceptance_eq {b1 b2 : ℝ} (h1 : 0 < b1) (h2 : 0 < b2) :
    meanAcceptance b1 b2 = 2 * min b1 b2 / (b1 + b2) := by
  unfold meanAcceptance
  simp_rw [accepted_weight, integral_const_mul]
  rw [integral_ordered (lt_min h1 h2) (lt_max_of_lt_left h1), ← mul_div_assoc]
  rcases le_total b1 b2 with h | h
  · rw [min_eq_left h, max_eq_right h, div_eq_div_iff (by positivity) (by positivity)]
    ring
  · rw [min_eq_right h, max_eq_left h, div_eq_div_iff (by positivity) (by positivity)]
    ring
```

## Spacing the temperatures

The mean acceptance is one when $2\min(b_1,b_2)=b_1+b_2$, which means $b_1=b_2$.

```lean
/-- The mean acceptance is one exactly when the two temperatures agree. -/
theorem meanAcceptance_eq_one_iff {b1 b2 : ℝ} (h1 : 0 < b1) (h2 : 0 < b2) :
    meanAcceptance b1 b2 = 1 ↔ b1 = b2 := by
  rw [meanAcceptance_eq h1 h2, div_eq_iff (add_pos h1 h2).ne', one_mul]
  rcases le_total b1 b2 with h | h
  · rw [min_eq_left h]
    constructor <;> intro e <;> linarith
  · rw [min_eq_right h]
    constructor <;> intro e <;> linarith
```

With $b$ and $B$ still the smaller and larger inverse temperatures, a mean acceptance of at least $a>0$ requires $a(b+B)\le2b$, or equivalently $B\le(2/a-1)\,b$. For $a>1$ the factor is below one and no pair qualifies.

```lean
/-- A target mean acceptance `a` is reached exactly when the larger inverse temperature is at
most `2/a - 1` times the smaller. -/
theorem target_acceptance_iff {a b1 b2 : ℝ} (ha : 0 < a) (h1 : 0 < b1) (h2 : 0 < b2) :
    a ≤ meanAcceptance b1 b2 ↔ max b1 b2 ≤ (2 / a - 1) * min b1 b2 := by
  have e : (2 / a - 1) * min b1 b2 = (2 * min b1 b2 - a * min b1 b2) / a := by
    rw [eq_div_iff ha.ne', mul_right_comm, sub_mul, div_mul_cancel₀ _ ha.ne']
    ring
  rw [meanAcceptance_eq h1 h2, le_div_iff₀ (add_pos h1 h2), e, le_div_iff₀ ha]
  rcases le_total b1 b2 with h | h
  · rw [min_eq_left h, max_eq_right h]
    constructor <;> intro q <;> nlinarith
  · rw [min_eq_right h, max_eq_left h]
    constructor <;> intro q <;> nlinarith
```

Finally, let $b>0$ be the first inverse temperature of a ladder $br^k$ with $r\ge1$ and $k=0,1,2,\dots$. Neighbours have mean acceptance
$$\frac{2br^k}{br^k+br^{k+1}}=\frac{2}{1+r},$$
whatever the value of $k$.

```lean
/-- On a geometric ladder of inverse temperatures `b r^k` with `r ≥ 1`, every pair of neighbours has
mean acceptance `2 / (1 + r)`. -/
theorem geometric_ladder {b r : ℝ} (hb : 0 < b) (hr : 1 ≤ r) (k : ℕ) :
    meanAcceptance (b * r ^ k) (b * r ^ (k + 1)) = 2 / (1 + r) := by
  have hr0 : 0 < r := by linarith
  have hc : 0 < b * r ^ k := by positivity
  have e : b * r ^ (k + 1) = b * r ^ k * r := by ring
  rw [e, meanAcceptance_eq hc (mul_pos hc hr0),
    min_eq_left (le_mul_of_one_le_right hc.le hr),
    div_eq_div_iff (by positivity) (by positivity)]
  ring

end

end HarmonicReplicaExchange
```

For replica-exchange simulations, this gives an exact case in which geometric spacing equalises neighbouring acceptances, restricted to equilibrated, independent, classical replicas of a two-dimensional harmonic well. It does not address anharmonic energies, other dimensions, or how quickly replicas travel along the ladder.

```lean
#print axioms HarmonicReplicaExchange.meanAcceptance_eq
-- 'HarmonicReplicaExchange.meanAcceptance_eq' depends on axioms: [propext, Classical.choice, Quot.sound]
#print axioms HarmonicReplicaExchange.meanAcceptance_eq_one_iff
-- 'HarmonicReplicaExchange.meanAcceptance_eq_one_iff' depends on axioms: [propext, Classical.choice, Quot.sound]
#print axioms HarmonicReplicaExchange.target_acceptance_iff
-- 'HarmonicReplicaExchange.target_acceptance_iff' depends on axioms: [propext, Classical.choice, Quot.sound]
#print axioms HarmonicReplicaExchange.geometric_ladder
-- 'HarmonicReplicaExchange.geometric_ladder' depends on axioms: [propext, Classical.choice, Quot.sound]
```
